# The Lax vector of finitely many BCS pseudospins keeps its length at real spectral parameter off the levels

When the pairing interaction of a superconductor or a Fermi superfluid is changed suddenly, the gap starts to move. In mean-field theory, each pair level $k$, made of two single-particle states of energy $e_k$, carries a real vector $\mathbf s_k$. Its $z$ component is the average occupation of the two states minus $\tfrac12$, and its $x$ and $y$ components are the pair amplitude. With $\hbar=1$ and $\mathbf J=\sum_k\mathbf s_k$,
$$\dot{\mathbf s}_k=\mathbf B(e_k)\times\mathbf s_k,\qquad \mathbf B(x)=(-2gJ_x,\,-2gJ_y,\,2x).$$
The constant $g$ is a single pair-scattering matrix element shared by all levels, attractive for $g>0$, and the gap has magnitude $|g|\sqrt{J_x^2+J_y^2}$. The equations are nonlinear, which raises the question of what stays constant. For finitely many levels and constant $g\neq0$, a one-parameter family of vectors precesses and keeps its length.

## Pseudospins, field and Lax vector

```lean
import Mathlib

open Matrix

namespace BCSLaxVector

noncomputable section
```

Mathlib supplies the calculus, and opening `Matrix` gives the symbols `⬝ᵥ` and `⨯₃` for the dot and cross products.

```lean
/-- Real three-component vectors. -/
abbrev Vec3 := Fin 3 → ℝ
```

A vector is a function from the indices $0,1,2$ to the reals, and these indices are $x,y,z$.

```lean
variable {ι : Type*} [Fintype ι]

/-- The unit vector along the third axis. -/
def zhat : Vec3 := ![0, 0, 1]
```

The type `ι` is any finite set of level labels, possibly empty, and `zhat` is $\hat{\mathbf z}=(0,0,1)$.

```lean
/-- The total pseudospin `J = ∑ s_k`. -/
def totalSpin (σ : ι → Vec3) : Vec3 := ∑ k, σ k
```

A configuration `σ` assigns a vector to each level, and `totalSpin σ` is $\mathbf J$.

```lean
/-- The effective field `B(x) = (-2 g Jx, -2 g Jy, 2 x)` at energy `x`. -/
def field (g : ℝ) (J : Vec3) (x : ℝ) : Vec3 := ![-2 * g * J 0, -2 * g * J 1, 2 * x]
```

Here `J 0` and `J 1` are $J_x$ and $J_y$. At $x=e_k$ the field is the gradient, with respect to $\mathbf s_k$, of the energy $\sum_j 2e_js_j^z-g(J_x^2+J_y^2)$.

```lean
/-- The mean-field BCS equations of motion `s_k' = B(e_k) × s_k` hold at all times. -/
def IsBCSFlow (g : ℝ) (e : ι → ℝ) (s : ℝ → ι → Vec3) : Prop :=
  ∀ k t, HasDerivAt (fun τ => s τ k) (field g (totalSpin (s t)) (e k) ⨯₃ s t k) t
```

`HasDerivAt f f' t` says that $f$ has derivative $f'$ at time $t$, and `s t k` is $\mathbf s_k(t)$. The equations of motion are thus a hypothesis on a trajectory defined for all real times. They are not derived from a many-body Hamiltonian, and existence of solutions for general initial data is not addressed. The lengths $|\mathbf s_k|$ are left free; a pure BCS state has $|\mathbf s_k|=\tfrac12$.

```lean
/-- The Lax vector `L(u) = -z/g + ∑_k s_k / (u - e_k)`. -/
def lax (g : ℝ) (e : ι → ℝ) (σ : ι → Vec3) (u : ℝ) : Vec3 :=
  (-g⁻¹) • zhat + ∑ k, (u - e k)⁻¹ • σ k
```

With `•` for scalar multiplication and a real spectral parameter $u$,
$$\mathbf L(u)=-\frac{\hat{\mathbf z}}{g}+\sum_k\frac{\mathbf s_k}{u-e_k}.$$
Lean sets $0^{-1}=0$, so the expression has a value even at $g=0$ or $u=e_k$, and the theorems exclude these cases by hypothesis.

```lean
/-- The partial Lax vector `L_T(u)`, with the sum restricted to a set `T` of levels. -/
def partialLax (g : ℝ) (e : ι → ℝ) (T : Finset ι) (σ : ι → Vec3) (u : ℝ) : Vec3 :=
  (-g⁻¹) • zhat + ∑ k ∈ T, (u - e k)⁻¹ • σ k
```

$\mathbf L_T(u)$ is the same expression with the sum restricted to a subset $T$ of the levels, while the constant term is kept.

```lean
/-- The Gaudin integral `R_k = -s_k^z / g + ∑_{j ≠ k} s_k · s_j / (e_k - e_j)`. -/
def gaudin [DecidableEq ι] (g : ℝ) (e : ι → ℝ) (σ : ι → Vec3) (k : ι) : ℝ :=
  -(σ k 2) / g + ∑ j ∈ Finset.univ.erase k, (σ k ⬝ᵥ σ j) / (e k - e j)
```

`σ k 2` is $s_k^z$ and `Finset.univ.erase k` is the set of all levels except $k$, so
$$R_k=-\frac{s_k^z}{g}+\sum_{j\neq k}\frac{\mathbf s_k\cdot\mathbf s_j}{e_k-e_j}.$$

## Precession preserves length

```lean
/-- Product rule for the scalar product of two time-dependent vectors. -/
theorem hasDerivAt_dot {a b : ℝ → Vec3} {a' b' : Vec3} {t : ℝ}
    (ha : HasDerivAt a a' t) (hb : HasDerivAt b b' t) :
    HasDerivAt (fun τ => a τ ⬝ᵥ b τ) (a' ⬝ᵥ b t + a t ⬝ᵥ b') t := by
  have h := fun i => (hasDerivAt_pi.1 ha i).fun_mul (hasDerivAt_pi.1 hb i)
  simp only [dotProduct, Fin.sum_univ_three]
  exact (((h 0).fun_add (h 1)).fun_add (h 2)).congr_deriv (by ring)
```

This is $\frac{d}{dt}(\mathbf a\cdot\mathbf b)=\dot{\mathbf a}\cdot\mathbf b+\mathbf a\cdot\dot{\mathbf b}$. The proof applies the scalar product rule to each component and adds the three results. `congr_deriv` replaces the stated derivative by an equal expression, and `ring` checks the equality.

```lean
/-- A vector obeying `a' = B(t) × a` at all times has constant squared length. -/
theorem precession_sq_conserved {a B : ℝ → Vec3}
    (ha : ∀ t, HasDerivAt a (B t ⨯₃ a t) t) (t₁ t₂ : ℝ) :
    a t₁ ⬝ᵥ a t₁ = a t₂ ⬝ᵥ a t₂ := by
  have h : ∀ t, HasDerivAt (fun τ => a τ ⬝ᵥ a τ) 0 t := by
    intro t
    refine (hasDerivAt_dot (ha t) (ha t)).congr_deriv ?_
    simp only [dotProduct, Fin.sum_univ_three, cross_apply, Matrix.cons_val,
      Matrix.cons_val_zero]
    ring
  exact is_const_of_deriv_eq_zero (fun t => (h t).differentiableAt)
    (fun t => (h t).deriv) t₁ t₂
```

If $\dot{\mathbf a}=\mathbf B(t)\times\mathbf a$ for an arbitrary time-dependent field, then
$$\frac{d}{dt}\,\mathbf a\cdot\mathbf a=2\,\mathbf a\cdot(\mathbf B\times\mathbf a)=0.$$
Lean expands the triple product in components, and `is_const_of_deriv_eq_zero` turns a derivative that vanishes everywhere into equal values at any two times $t_1,t_2$.

```lean
/-- The squared length of each pseudospin is conserved along the BCS flow. -/
theorem spin_sq_conserved {g : ℝ} {e : ι → ℝ} {s : ℝ → ι → Vec3} (hs : IsBCSFlow g e s)
    (k : ι) (t₁ t₂ : ℝ) : s t₁ k ⬝ᵥ s t₁ k = s t₂ k ⬝ᵥ s t₂ k :=
  precession_sq_conserved (a := fun τ => s τ k)
    (B := fun τ => field g (totalSpin (s τ)) (e k)) (hs k) t₁ t₂
```

Taking $\mathbf a=\mathbf s_k$ and the field $\mathbf B(e_k)$ shows that each $|\mathbf s_k|^2$ is constant, for every $g$ including zero.

## The pole cancellation

```lean
/-- For `g ≠ 0` and `u` different from the levels in `T`, the partial Lax vector obeys
`L_T' = B(u) × L_T + 2 z × (J - ∑_{k ∈ T} s_k)`. -/
theorem partialLax_equation {g u : ℝ} {e : ι → ℝ} {s : ℝ → ι → Vec3}
    (hs : IsBCSFlow g e s) (hg : g ≠ 0) (T : Finset ι) (hu : ∀ k ∈ T, u ≠ e k) (t : ℝ) :
    HasDerivAt (fun τ => partialLax g e T (s τ) u)
      (field g (totalSpin (s t)) u ⨯₃ partialLax g e T (s t) u
        + ((2 : ℝ) • zhat) ⨯₃ (totalSpin (s t) - ∑ k ∈ T, s t k)) t := by
  have h1 : ∀ k ∈ T, HasDerivAt (fun τ => (u - e k)⁻¹ • s τ k)
      ((u - e k)⁻¹ • (field g (totalSpin (s t)) (e k) ⨯₃ s t k)) t :=
    fun k _ => (hs k t).const_smul (u - e k)⁻¹
  have h2 : HasDerivAt (fun τ => (-g⁻¹) • zhat + ∑ k ∈ T, (u - e k)⁻¹ • s τ k)
      (∑ k ∈ T, (u - e k)⁻¹ • (field g (totalSpin (s t)) (e k) ⨯₃ s t k)) t :=
    (HasDerivAt.fun_sum h1).const_add _
  -- `B(u) - B(e_k) = 2 (u - e_k) z` cancels the pole in each term
  have hterm : ∀ k ∈ T, (u - e k)⁻¹ • (field g (totalSpin (s t)) (e k) ⨯₃ s t k)
      = field g (totalSpin (s t)) u ⨯₃ ((u - e k)⁻¹ • s t k)
        - ((2 : ℝ) • zhat) ⨯₃ s t k := by
    intro k hk
    have hne : u - e k ≠ 0 := sub_ne_zero.2 (hu k hk)
    simp only [cross_apply, Pi.smul_apply]
    ext i
    fin_cases i <;> simp [field, zhat] <;> (try field_simp) <;> ring
  -- the constant term gives `B(u) × (-z/g) = -2 z × J`
  have key : ∀ J S Q : Vec3, field g J u ⨯₃ S - ((2 : ℝ) • zhat) ⨯₃ Q
      = field g J u ⨯₃ ((-g⁻¹) • zhat + S) + ((2 : ℝ) • zhat) ⨯₃ (J - Q) := by
    intro J S Q
    simp only [cross_apply, Pi.smul_apply, Pi.add_apply, Pi.sub_apply]
    ext i
    fin_cases i <;> simp [field, zhat] <;> (try field_simp) <;> ring
  have hlin : ∀ (B : Vec3) (v : ι → Vec3), ∑ k ∈ T, B ⨯₃ v k = B ⨯₃ (∑ k ∈ T, v k) :=
    fun B v => (map_sum (crossProduct B) v T).symm
  unfold partialLax
  refine h2.congr_deriv ?_
  rw [Finset.sum_congr rfl hterm, Finset.sum_sub_distrib, hlin, hlin]
  exact key _ _ _
```

For $g\neq0$ and $u\neq e_k$ for all $k\in T$, the claim is
$$\dot{\mathbf L}_T=\mathbf B(u)\times\mathbf L_T+2\hat{\mathbf z}\times\Big(\mathbf J-\sum_{k\in T}\mathbf s_k\Big).$$
The field always contains the full $\mathbf J$. Differentiating term by term (`h1`, `h2`) gives $\dot{\mathbf L}_T=\sum_{k\in T}\mathbf B(e_k)\times\mathbf s_k/(u-e_k)$. Since $\mathbf B(e_k)=\mathbf B(u)-2(u-e_k)\hat{\mathbf z}$, each term is
$$\frac{\mathbf B(e_k)\times\mathbf s_k}{u-e_k}=\mathbf B(u)\times\frac{\mathbf s_k}{u-e_k}-2\hat{\mathbf z}\times\mathbf s_k,$$
which is `hterm`, where `field_simp` clears the denominator using $u\neq e_k$. Write $\mathbf S=\sum_{k\in T}\mathbf s_k/(u-e_k)$ and $\mathbf Q=\sum_{k\in T}\mathbf s_k$. Linearity of the cross product (`hlin`) gives $\dot{\mathbf L}_T=\mathbf B(u)\times\mathbf S-2\hat{\mathbf z}\times\mathbf Q$. The constant term contributes
$$\mathbf B(u)\times(-\hat{\mathbf z}/g)=(2J_y,-2J_x,0)=-2\hat{\mathbf z}\times\mathbf J,$$
so $\mathbf B(u)\times\mathbf S=\mathbf B(u)\times\mathbf L_T+2\hat{\mathbf z}\times\mathbf J$. Substituting this is `key`, the step that uses $g\neq0$.

```lean
/-- Lax equation: for `g ≠ 0` and `u` different from every level, the Lax vector obeys
`L' = (-2 g Jx, -2 g Jy, 2 u) × L` along the BCS flow. -/
theorem lax_equation {g u : ℝ} {e : ι → ℝ} {s : ℝ → ι → Vec3}
    (hs : IsBCSFlow g e s) (hg : g ≠ 0) (hu : ∀ k, u ≠ e k) (t : ℝ) :
    HasDerivAt (fun τ => lax g e (s τ) u)
      (field g (totalSpin (s t)) u ⨯₃ lax g e (s t) u) t := by
  have h := partialLax_equation hs hg Finset.univ (fun k _ => hu k) t
  have h0 : totalSpin (s t) - ∑ k, s t k = 0 := sub_self _
  rw [h0, map_zero, add_zero] at h
  exact h
```

With $T$ the set of all levels (`Finset.univ`), $\mathbf Q=\mathbf J$ and the extra torque vanishes (`h0`), leaving
$$\dot{\mathbf L}(u)=(-2gJ_x,-2gJ_y,2u)\times\mathbf L(u).$$
The Lax vector moves like a pseudospin at energy $u$ that feels the field without contributing to it. Levels may coincide and $g$ may have either sign.

```lean
/-- For `g ≠ 0` and `u` different from every level, the Euclidean length of the Lax vector
is conserved along the BCS flow. -/
theorem lax_norm_conserved {g u : ℝ} {e : ι → ℝ} {s : ℝ → ι → Vec3}
    (hs : IsBCSFlow g e s) (hg : g ≠ 0) (hu : ∀ k, u ≠ e k) (t₁ t₂ : ℝ) :
    ‖(WithLp.toLp 2 (lax g e (s t₁) u) : EuclideanSpace ℝ (Fin 3))‖
      = ‖(WithLp.toLp 2 (lax g e (s t₂) u) : EuclideanSpace ℝ (Fin 3))‖ := by
  have hn : ∀ v : Vec3,
      ‖(WithLp.toLp 2 v : EuclideanSpace ℝ (Fin 3))‖ = Real.sqrt (v ⬝ᵥ v) := by
    intro v
    rw [EuclideanSpace.norm_eq]
    congr 1
    unfold dotProduct
    refine Finset.sum_congr rfl fun i _ => ?_
    show ‖v i‖ ^ 2 = v i * v i
    rw [Real.norm_eq_abs, sq_abs, sq]
  have h : lax g e (s t₁) u ⬝ᵥ lax g e (s t₁) u = lax g e (s t₂) u ⬝ᵥ lax g e (s t₂) u :=
    precession_sq_conserved (a := fun τ => lax g e (s τ) u)
      (B := fun τ => field g (totalSpin (s τ)) u) (lax_equation hs hg hu) t₁ t₂
  rw [hn, hn, h]
```

The Euclidean length $|\mathbf L(u)|$ is the same at any two times. Mathlib's default norm on `Fin 3 → ℝ` is the largest absolute component, which a rotation does not preserve, so `WithLp.toLp 2` views the same three numbers as a point of Euclidean space. `hn` identifies that norm with $\sqrt{\mathbf v\cdot\mathbf v}$ for any vector $\mathbf v$, and `h` is the precession lemma applied to $\mathbf L$. With no levels at all, $\mathbf L=-\hat{\mathbf z}/g$.

## One conserved quantity per nondegenerate level

```lean
/-- For `g ≠ 0` and a level `e_k` different from all other levels, the Gaudin integral
`R_k` is conserved along the BCS flow. -/
theorem gaudin_conserved [DecidableEq ι] {g : ℝ} {e : ι → ℝ} {s : ℝ → ι → Vec3}
    (hs : IsBCSFlow g e s) (hg : g ≠ 0) (k : ι) (he : ∀ j, j ≠ k → e k ≠ e j)
    (t₁ t₂ : ℝ) : gaudin g e (s t₁) k = gaudin g e (s t₂) k := by
  have hsum : ∀ (a : Vec3) (T : Finset ι) (v : ι → Vec3),
      a ⬝ᵥ (∑ j ∈ T, v j) = ∑ j ∈ T, a ⬝ᵥ v j := by
    intro a T v
    simp only [dotProduct, Finset.sum_apply, Finset.mul_sum]
    exact Finset.sum_comm
  -- `R_k = s_k · L_T(e_k)` with `T` all levels except `k`
  have hR : ∀ σ : ι → Vec3,
      gaudin g e σ k = σ k ⬝ᵥ partialLax g e (Finset.univ.erase k) σ (e k) := by
    intro σ
    unfold gaudin partialLax
    rw [dotProduct_add, hsum]
    congr 1
    · simp only [dotProduct, Fin.sum_univ_three, Pi.smul_apply, smul_eq_mul, zhat,
        Matrix.cons_val, Matrix.cons_val_zero]
      ring
    · refine Finset.sum_congr rfl fun j _ => ?_
      rw [dotProduct_smul, smul_eq_mul, div_eq_mul_inv, mul_comm]
  have halg : ∀ B C a L : Vec3, (B ⨯₃ a) ⬝ᵥ L + a ⬝ᵥ (B ⨯₃ L + C ⨯₃ a) = 0 := by
    intro B C a L
    simp only [dotProduct, Fin.sum_univ_three, Pi.add_apply, cross_apply, Matrix.cons_val,
      Matrix.cons_val_zero]
    ring
  have h : ∀ t, HasDerivAt
      (fun τ => s τ k ⬝ᵥ partialLax g e (Finset.univ.erase k) (s τ) (e k)) 0 t := by
    intro t
    have hL := partialLax_equation hs hg (Finset.univ.erase k)
      (fun j hj => he j (Finset.ne_of_mem_erase hj)) t
    -- the leftover torque `2 z × s_k` is orthogonal to `s_k`
    have hJ : totalSpin (s t) - ∑ j ∈ Finset.univ.erase k, s t j = s t k :=
      sub_eq_of_eq_add (Finset.add_sum_erase Finset.univ (s t) (Finset.mem_univ k)).symm
    rw [hJ] at hL
    exact (hasDerivAt_dot (hs k t) hL).congr_deriv (halg _ _ _ _)
  rw [hR, hR]
  exact is_const_of_deriv_eq_zero (fun t => (h t).differentiableAt)
    (fun t => (h t).deriv) t₁ t₂
```

For $g\neq0$ and $e_k\neq e_j$ for all $j\neq k$, $R_k$ is constant; the other levels may coincide among themselves. Let $T$ be all levels except $k$ and set $u=e_k$, which is allowed because every $j\in T$ differs from $k$ and so has $e_j\neq e_k$ by the hypothesis `he`. Then $R_k=\mathbf s_k\cdot\mathbf L_T(e_k)$ (`hR`) and $\mathbf J-\mathbf Q=\mathbf s_k$ (`hJ`). With $\mathbf B=\mathbf B(e_k)$,
$$\dot R_k=(\mathbf B\times\mathbf s_k)\cdot\mathbf L_T+\mathbf s_k\cdot(\mathbf B\times\mathbf L_T)+\mathbf s_k\cdot(2\hat{\mathbf z}\times\mathbf s_k).$$
The first two terms are triple products of opposite sign and the third is zero, which is the identity `halg`. For a single level the sum is empty and the statement is conservation of $s^z$. These are the classical Gaudin quantities, and the theorem gives their constancy in time; Poisson commutation and independence, which Liouville integrability requires, are not treated.

## An explicit one-level solution

```lean
/-- A single pseudospin `(a cos ωt, a sin ωt, c)` rotating about the third axis. -/
def rotatingSpin (a c ω : ℝ) (t : ℝ) (_ : Unit) : Vec3 :=
  ![a * Real.cos (ω * t), a * Real.sin (ω * t), c]
```

The label type `Unit` has one element, and the trajectory is $\mathbf s(t)=(a\cos\omega t,\,a\sin\omega t,\,c)$ with real $a$, $c$, $\omega$. Length $\tfrac12$ corresponds to $a^2+c^2=\tfrac14$.

```lean
/-- The rotating pseudospin with `ω = 2 (ε + g c)` solves the BCS equations for one level
of energy `ε`. -/
theorem isBCSFlow_witness (g ε a c : ℝ) :
    IsBCSFlow g (fun _ => ε) (rotatingSpin a c (2 * (ε + g * c))) := by
  intro k t
  obtain ⟨ω, hω⟩ : ∃ ω, ω = 2 * (ε + g * c) := ⟨_, rfl⟩
  rw [← hω]
  have hc : HasDerivAt (fun τ => a * Real.cos (ω * τ)) (-(a * ω * Real.sin (ω * t))) t :=
    (((hasDerivAt_id' t).const_mul ω).cos.const_mul a).congr_deriv (by ring)
  have hsn : HasDerivAt (fun τ => a * Real.sin (ω * τ)) (a * ω * Real.cos (ω * t)) t :=
    (((hasDerivAt_id' t).const_mul ω).sin.const_mul a).congr_deriv (by ring)
  have hv : HasDerivAt (fun τ => rotatingSpin a c ω τ k)
      ![-(a * ω * Real.sin (ω * t)), a * ω * Real.cos (ω * t), 0] t := by
    refine hasDerivAt_pi.2 fun i => ?_
    fin_cases i
    · exact hc
    · exact hsn
    · exact hasDerivAt_const t c
  have hJ : totalSpin (rotatingSpin a c ω t) = rotatingSpin a c ω t k := by
    simp [totalSpin, rotatingSpin]
  refine hv.congr_deriv ?_
  rw [hJ, cross_apply]
  simp only [field, rotatingSpin, Matrix.cons_val, Matrix.cons_val_zero]
  generalize Real.sin (ω * t) = S
  generalize Real.cos (ω * t) = C
  subst hω
  ext i
  fin_cases i <;> simp <;> ring

end

end BCSLaxVector
```

For one level of energy $\varepsilon$, $\mathbf J=\mathbf s$ (`hJ`), so $\mathbf B(\varepsilon)=-2g\,\mathbf s+2(\varepsilon+gc)\hat{\mathbf z}$. Then $\mathbf B\times\mathbf s=2(\varepsilon+gc)\,\hat{\mathbf z}\times\mathbf s$, while direct differentiation (`hv`) gives $\dot{\mathbf s}=\omega\,\hat{\mathbf z}\times\mathbf s$. The two agree for $\omega=2(\varepsilon+gc)$, so `IsBCSFlow` has solutions, and they move when $a\omega\neq0$.

```lean
#print axioms BCSLaxVector.spin_sq_conserved
#print axioms BCSLaxVector.lax_norm_conserved
#print axioms BCSLaxVector.gaudin_conserved
```

```
'BCSLaxVector.spin_sq_conserved' depends on axioms: [propext, Classical.choice, Quot.sound]
'BCSLaxVector.lax_norm_conserved' depends on axioms: [propext, Classical.choice, Quot.sound]
'BCSLaxVector.gaudin_conserved' depends on axioms: [propext, Classical.choice, Quot.sound]
```

## Quench simulations and complex $u$

The numerical check and the complex case below are argued by hand and are not among the compiled theorems. In a time-dependent BCS calculation with finitely many levels and one constant coupling $g\neq0$ after the quench, $|\mathbf L(u)|$ at real $u$ off the levels is fixed for all later times by the state just after the quench. A code that integrates the $3N$ equations for $N$ levels can evaluate $\mathbf L(u)\cdot\mathbf L(u)$ at a few $u$ between the levels, using the final $g$, at a cost of order $N$ each, and read any drift as numerical error. A renormalisation of each spin length after every step would hide errors in $|\mathbf s_k|$ but does not enforce this condition.

Taking $u$ complex, with $\mathbf L$ in `Fin 3 → ℂ`, leaves the pole cancellation unchanged. The conserved quantity is then the bilinear $\mathbf L\cdot\mathbf L$, whose complex zeros are time-independent, whereas the Hermitian squared length changes at the rate $8\,\mathrm{Im}(u)\,(\mathrm{Re}\,\mathbf L\times\mathrm{Im}\,\mathbf L)_z$, which comes from the imaginary part of $\mathbf B(u)$. This rate vanishes when all levels share one energy, and it is generally nonzero when there are two or more distinct level energies.
